# Three successive Fibonacci approximants share no band energy when the on-site energies differ by more than four hopping amplitudes

One way to compute the bands of periodic approximants to a Fibonacci chain is to scan the energy, iterate a recursion for half the trace of the transfer matrix, and mark each energy at which the half-trace lies in $[-1,1]$. If the two on-site energies differ by more than four hopping amplitudes, no energy should be marked for three successive approximants. An energy that is marked three times running points to an error in the recursion or its initial data. This check applies to non-interacting electrons on a chain with nearest-neighbour hopping of the same amplitude on every bond.

```lean
import Mathlib

open Matrix

namespace FibonacciApproximants

noncomputable section
```

## Half-traces and their recursion

Let the hopping amplitude be 1, so that all energies are measured in units of it. The on-site energies are $0$ and $V$, arranged in a periodically repeated Fibonacci word, and $E$ is the real energy of the electron. The real number $V$ is called the coupling; it measures the contrast between the two kinds of site, not the hopping between neighbours. The half-traces $x_n$ are defined by

$$x_0=1,\quad x_1=\frac E2,\quad x_2=\frac{E-V}2,\quad x_{n+3}=2x_{n+2}x_{n+1}-x_n .$$

```lean
/-- Half-traces of the Fibonacci approximants at energy `E` and coupling `V`. -/
def halfTrace (E V : ℝ) : ℕ → ℝ
  | 0 => 1
  | 1 => E / 2
  | 2 => (E - V) / 2
  | n + 3 => 2 * halfTrace E V (n + 2) * halfTrace E V (n + 1) - halfTrace E V n
```

In Lean, `halfTrace E V n` is $x_n$. The definition contains no matrices, so its connection with the chain has to be proved.

## Transfer matrices of the unit cells

With $\psi_k$ the amplitude on site $k$ and $\varepsilon_k$ its on-site energy, the Schrödinger equation is $\psi_{k+1}+\psi_{k-1}+\varepsilon_k\psi_k=E\psi_k$, or

$$\begin{pmatrix}\psi_{k+1}\\ \psi_k\end{pmatrix}=\begin{pmatrix}E-\varepsilon_k&-1\\1&0\end{pmatrix}\begin{pmatrix}\psi_k\\ \psi_{k-1}\end{pmatrix}.$$

The matrix $M_n$ carries the amplitudes across one unit cell of the $n$-th approximant. The cell $n=1$ is a single site with $\varepsilon=0$. The sequence is started one index earlier by a shear, chosen so that the product rule $M_{n+2}=M_nM_{n+1}$ gives the single site with $\varepsilon=V$ at $n=2$:

$$M_0M_1=\begin{pmatrix}1&-V\\0&1\end{pmatrix}\begin{pmatrix}E&-1\\1&0\end{pmatrix}=\begin{pmatrix}E-V&-1\\1&0\end{pmatrix}.$$

From $n=3$ on, each cell joins the two before it, so the cells with $n=1,2,3,4,5$ have $1,1,2,3,5$ sites.

```lean
/-- Transfer matrix across one unit cell of the `n`-th approximant. Index 0 is an auxiliary
shear, index 1 the cell with one site of on-site energy zero, and longer cells are
concatenations of the two preceding ones. -/
def transfer (E V : ℝ) : ℕ → Matrix (Fin 2) (Fin 2) ℝ
  | 0 => !![1, -V; 0, 1]
  | 1 => !![E, -1; 1, 0]
  | n + 2 => transfer E V n * transfer E V (n + 1)
```

The rightmost factor acts first, which fixes the order of the sites in a cell. Index 0 describes no piece of the chain.

## The Bloch condition

An energy belongs to a band of the periodic chain when some nonzero solution changes only by a phase from one cell to the next: $M_nv=zv$ with $v\neq0$ and $|z|=1$.

```lean
/-- `E` is a band energy of the `n`-th approximant: some nonzero amplitude vector is
multiplied by a pure phase across one unit cell (Bloch condition). -/
def IsBandEnergy (E V : ℝ) (n : ℕ) : Prop :=
  ∃ z : ℂ, ‖z‖ = 1 ∧ ∃ v : Fin 2 → ℂ, v ≠ 0 ∧
    (transfer E V n).map Complex.ofReal *ᵥ v = z • v
```

The matrix is real, but $z$ and $v$ are complex, so `IsBandEnergy` first maps the entries into $\mathbb C$. The phase $z$ is $e^{i\theta}$, with $\theta$ the Bloch phase per cell. Band edges, where $z=\pm1$, count as band energies.

## Determinants and traces

The two starting matrices have determinant 1, and determinants multiply, so $\det M_n=1$ for every $n$.

```lean
/-- Every cell transfer matrix has determinant one. -/
theorem transfer_det (E V : ℝ) : ∀ n, (transfer E V n).det = 1
  | 0 => by simp [transfer, Matrix.det_fin_two]
  | 1 => by simp [transfer, Matrix.det_fin_two]
  | n + 2 => by
    have h : transfer E V (n + 2) = transfer E V n * transfer E V (n + 1) := rfl
    rw [h, Matrix.det_mul, transfer_det E V n, transfer_det E V (n + 1), one_mul]
```

For the traces, the first three values are read off: $\operatorname{tr}M_0=2$, $\operatorname{tr}M_1=E$ and $\operatorname{tr}M_2=E-V$, which are $2x_0$, $2x_1$ and $2x_2$. For the later ones, put $A=M_{n+1}$ and $B=M_n$. Then $M_{n+2}=BA$ and $M_{n+3}=ABA$. Since $\det A=1$, the Cayley–Hamilton theorem gives $A^2=(\operatorname{tr}A)A-1$, and by cyclicity of the trace

$$\operatorname{tr}(ABA)=\operatorname{tr}(BA^2)=\operatorname{tr}(A)\operatorname{tr}(BA)-\operatorname{tr}B .$$

If the three earlier traces are twice the half-traces, the right-hand side is $4x_{n+1}x_{n+2}-2x_n=2x_{n+3}$.

```lean
/-- The trace of the `n`-th cell transfer matrix is twice the `n`-th half-trace. -/
theorem transfer_trace (E V : ℝ) : ∀ n, (transfer E V n).trace = 2 * halfTrace E V n
  | 0 => by
    norm_num [transfer, halfTrace, Matrix.trace_fin_two]
  | 1 => by
    have h : transfer E V 1 = !![E, -1; 1, 0] := rfl
    have hx : halfTrace E V 1 = E / 2 := rfl
    rw [h, hx, Matrix.trace_fin_two]
    simp
    try ring
  | 2 => by
    have h : transfer E V 2 = !![1, -V; 0, 1] * !![E, -1; 1, 0] := rfl
    have hx : halfTrace E V 2 = (E - V) / 2 := rfl
    rw [h, hx, Matrix.trace_fin_two]
    simp [Matrix.mul_apply, Fin.sum_univ_two]
    try ring
  | n + 3 => by
    -- Cayley-Hamilton for a matrix of determinant one, written for traces
    have key : ∀ A B : Matrix (Fin 2) (Fin 2) ℝ, A.det = 1 →
        (A * (B * A)).trace = (B * A).trace * A.trace - B.trace := by
      intro A B h
      rw [Matrix.det_fin_two] at h
      simp only [Matrix.trace_fin_two, Matrix.mul_apply, Fin.sum_univ_two]
      linear_combination (-(B 0 0 + B 1 1)) * h
    have h2 : transfer E V (n + 2) = transfer E V n * transfer E V (n + 1) := rfl
    have h3 : transfer E V (n + 3) = transfer E V (n + 1) * transfer E V (n + 2) := rfl
    have hx : halfTrace E V (n + 3)
        = 2 * halfTrace E V (n + 2) * halfTrace E V (n + 1) - halfTrace E V n := rfl
    have k := key (transfer E V (n + 1)) (transfer E V n) (transfer_det E V (n + 1))
    rw [← h2, ← h3, transfer_trace E V (n + 2), transfer_trace E V (n + 1),
      transfer_trace E V n] at k
    rw [k, hx]
    ring
```

The auxiliary statement `key` is this trace identity. Lean checks it by writing out the matrix entries and using $\det A=1$ once, multiplied by $-\operatorname{tr}B$.

## Band energies are the energies with $|x_n|\le1$

A nonzero $v$ with $M_nv=zv$ exists exactly when $\det(M_n-z)=0$. With determinant 1 and trace $2x_n$, this reads

$$z^2-2x_nz+1=0 .$$

Suppose that $|z|=1$. Multiplying by $\bar z$ gives $z+\bar z=2x_n$, so $x_n=\operatorname{Re}z$ and $|x_n|\le1$. Conversely, if $|x_n|\le1$, take $z=x_n+i\sqrt{1-x_n^2}$. Then $|z|^2=x_n^2+1-x_n^2=1$ and $z+\bar z=2x_n$; multiplying the latter by $z$ returns the quadratic equation.

```lean
/-- `E` is a band energy of the `n`-th approximant exactly when the `n`-th half-trace
lies in `[-1, 1]`. -/
theorem isBandEnergy_iff (E V : ℝ) (n : ℕ) :
    IsBandEnergy E V n ↔ |halfTrace E V n| ≤ 1 := by
  -- the eigenvalues of the transfer matrix are the roots of the characteristic equation
  have key : ∀ z : ℂ, (∃ v : Fin 2 → ℂ, v ≠ 0 ∧
      (transfer E V n).map Complex.ofReal *ᵥ v = z • v) ↔
      z ^ 2 - 2 * (halfTrace E V n : ℂ) * z + 1 = 0 := by
    intro z
    have h1 : (transfer E V n 0 0 : ℂ) * (transfer E V n 1 1 : ℂ)
        - (transfer E V n 0 1 : ℂ) * (transfer E V n 1 0 : ℂ) = 1 := by
      have h := transfer_det E V n
      rw [Matrix.det_fin_two] at h
      exact_mod_cast h
    have h2 : (transfer E V n 0 0 : ℂ) + (transfer E V n 1 1 : ℂ)
        = 2 * (halfTrace E V n : ℂ) := by
      have h := transfer_trace E V n
      rw [Matrix.trace_fin_two] at h
      exact_mod_cast h
    have hdet : ((transfer E V n).map Complex.ofReal
        - z • (1 : Matrix (Fin 2) (Fin 2) ℂ)).det
        = z ^ 2 - 2 * (halfTrace E V n : ℂ) * z + 1 := by
      rw [Matrix.det_fin_two]
      simp [Matrix.sub_apply, Matrix.smul_apply, Matrix.map_apply]
      linear_combination h1 - z * h2
    rw [← hdet, ← Matrix.exists_mulVec_eq_zero_iff]
    refine exists_congr fun v => and_congr_right fun _ => ?_
    rw [Matrix.sub_mulVec, Matrix.smul_mulVec, Matrix.one_mulVec, sub_eq_zero]
  constructor
  · rintro ⟨z, hz, hv⟩
    have h := (key z).1 hv
    have hn := Complex.sq_norm z
    rw [hz, Complex.normSq_apply] at hn
    have hre := congrArg Complex.re h
    have him := congrArg Complex.im h
    simp only [pow_two, Complex.add_re, Complex.sub_re, Complex.mul_re, Complex.mul_im,
      Complex.ofReal_re, Complex.ofReal_im, Complex.one_re, Complex.zero_re,
      Complex.re_ofNat, Complex.im_ofNat] at hre
    simp only [pow_two, Complex.add_im, Complex.sub_im, Complex.mul_re, Complex.mul_im,
      Complex.ofReal_re, Complex.ofReal_im, Complex.one_im, Complex.zero_im,
      Complex.re_ofNat, Complex.im_ofNat] at him
    -- on the unit circle the half-trace is the real part of the Bloch factor
    have hx : z.re = halfTrace E V n := by
      linear_combination (z.re / 2) * hre + (z.im / 2) * him
        + (z.re / 2 - halfTrace E V n) * hn
    rw [← hx, ← hz]
    exact Complex.abs_re_le_norm z
  · intro hx
    have hsq := (sq_le_one_iff_abs_le_one (halfTrace E V n)).2 hx
    have hs := Real.mul_self_sqrt (sub_nonneg.2 hsq)
    refine ⟨⟨halfTrace E V n, Real.sqrt (1 - halfTrace E V n ^ 2)⟩, ?_, (key _).2 ?_⟩
    · refine (pow_eq_one_iff_of_nonneg (norm_nonneg _) two_ne_zero).1 ?_
      rw [Complex.sq_norm, Complex.normSq_apply]
      linear_combination hs
    · apply Complex.ext
      · simp only [pow_two, Complex.add_re, Complex.sub_re, Complex.mul_re, Complex.mul_im,
          Complex.ofReal_re, Complex.ofReal_im, Complex.one_re, Complex.zero_re,
          Complex.re_ofNat, Complex.im_ofNat] at hs ⊢
        linear_combination -hs
      · simp only [pow_two, Complex.add_im, Complex.sub_im, Complex.mul_re, Complex.mul_im,
          Complex.ofReal_re, Complex.ofReal_im, Complex.one_im, Complex.zero_im,
          Complex.re_ofNat, Complex.im_ofNat]
        ring
```

Here `key` is the equivalence between the eigenvector condition and the quadratic equation, obtained from Mathlib's theorem that a square matrix has a nonzero null vector exactly when its determinant vanishes. In the forward direction, `hre` and `him` are the real and imaginary parts of the quadratic equation. The `linear_combination` that proves `hx` amounts to multiplying by $\bar z$ and taking the real part. In the converse direction, `hs` supplies the square of the square root.

## A cubic polynomial that does not depend on the energy

Consider

$$I_n=x_{n+2}^2+x_{n+1}^2+x_n^2-2x_{n+2}x_{n+1}x_n .$$

At $n=0$ it is a completed square plus 1:

$$I_0=\left(\frac{E-V}2-\frac E2\right)^2+1=1+\frac{V^2}4 .$$

To go from $n$ to $n+1$, collect the terms that contain $x_{n+3}$ and insert the recursion:

$$\begin{aligned}
I_{n+1}&=x_{n+3}\,(x_{n+3}-2x_{n+2}x_{n+1})+x_{n+2}^2+x_{n+1}^2\\
&=-(2x_{n+2}x_{n+1}-x_n)\,x_n+x_{n+2}^2+x_{n+1}^2=I_n .
\end{aligned}$$

Hence $I_n=1+V^2/4$ for all $n$ and all $E$.

```lean
/-- Along the half-traces of the chain the cubic trace polynomial has the value
`1 + V ^ 2 / 4`, whatever the energy. -/
theorem trace_polynomial_value (E V : ℝ) (n : ℕ) :
    halfTrace E V (n + 2) ^ 2 + halfTrace E V (n + 1) ^ 2 + halfTrace E V n ^ 2
      - 2 * halfTrace E V (n + 2) * halfTrace E V (n + 1) * halfTrace E V n
      = 1 + V ^ 2 / 4 := by
  induction n with
  | zero =>
    show ((E - V) / 2) ^ 2 + (E / 2) ^ 2 + (1 : ℝ) ^ 2 - 2 * ((E - V) / 2) * (E / 2) * 1
      = 1 + V ^ 2 / 4
    ring
  | succ n ih =>
    have hx : halfTrace E V (n + 1 + 2)
        = 2 * halfTrace E V (n + 2) * halfTrace E V (n + 1) - halfTrace E V n := rfl
    have h : halfTrace E V (n + 1 + 1) = halfTrace E V (n + 2) := rfl
    rw [hx, h]
    linear_combination ih
```

The induction follows the same two steps: `ring` verifies the starting value, and `linear_combination ih` verifies that the polynomial is unchanged once the recursion has been inserted.

## The largest value on the cube

If $x,y,z$ are now any real numbers in $[-1,1]$, each square is at most 1 and $xyz\ge-1$, so

$$x^2+y^2+z^2-2xyz\le 3+2=5 .$$

The value 5 is reached at corners of the cube where $xyz=-1$, for instance at $(1,1,-1)$.

```lean
/-- On the cube `[-1, 1]³` the cubic trace polynomial is at most 5. -/
theorem trace_polynomial_le {x y z : ℝ} (hx : |x| ≤ 1) (hy : |y| ≤ 1) (hz : |z| ≤ 1) :
    x ^ 2 + y ^ 2 + z ^ 2 - 2 * x * y * z ≤ 5 := by
  have h : |x * y * z| ≤ 1 := by
    rw [abs_mul, abs_mul]
    exact mul_le_one₀ (mul_le_one₀ hx (abs_nonneg _) hy) (abs_nonneg _) hz
  have h1 := (sq_le_one_iff_abs_le_one x).2 hx
  have h2 := (sq_le_one_iff_abs_le_one y).2 hy
  have h3 := (sq_le_one_iff_abs_le_one z).2 hz
  linarith [(abs_le.1 h).1]
```

The fact `h` bounds the triple product, `h1` to `h3` bound the squares, and `linarith` adds them up.

## Strong coupling excludes a common band energy

If $x_n$, $x_{n+1}$ and $x_{n+2}$ all lay in $[-1,1]$, the last two results would give $1+V^2/4\le5$, that is, $|V|\le4$. For $|V|>4$ this is a contradiction.

```lean
/-- For `|V| > 4`, no three consecutive half-traces all lie in `[-1, 1]`. -/
theorem no_three_bounded_halfTraces {V : ℝ} (hV : 4 < |V|) (E : ℝ) (n : ℕ) :
    ¬ (|halfTrace E V n| ≤ 1 ∧ |halfTrace E V (n + 1)| ≤ 1 ∧
      |halfTrace E V (n + 2)| ≤ 1) := by
  rintro ⟨h0, h1, h2⟩
  have hle := trace_polynomial_le h2 h1 h0
  rw [trace_polynomial_value] at hle
  nlinarith [sq_abs V]
```

The statement holds for every real `E` and every natural number `n`; its only hypothesis is `4 < |V|`. Physically, this means that the contrast between the two kinds of site exceeds the full width, $4$, of the band of a uniform chain. The final `nlinarith` compares $V^2\le16$ with $|V|>4$.

Replacing each condition $|x_n|\le1$ by the equivalent Bloch condition turns this into a statement about bands.

```lean
/-- For `|V| > 4`, no energy is a band energy of three successive Fibonacci approximants. -/
theorem no_common_band_energy {V : ℝ} (hV : 4 < |V|) (E : ℝ) (n : ℕ) :
    ¬ (IsBandEnergy E V n ∧ IsBandEnergy E V (n + 1) ∧ IsBandEnergy E V (n + 2)) := by
  simp only [isBandEnergy_iff]
  exact no_three_bounded_halfTraces hV E n
```

The theorem concerns three successive approximants, and two can still overlap: at $E=V$ one has $x_2=0$ and $x_3=-1$, whatever the coupling. It treats periodic chains with finite cells and makes no statement about the spectrum of the infinite aperiodic chain.

The smallest case, $n=0$, has a simple picture. Because $x_0=1$, index 0 imposes no restriction, and the claim reduces to the two one-site cells. Their bands are $[-2,2]$ and $[V-2,V+2]$, which are disjoint exactly when $|V|>4$. At $|V|=4$ they touch at the single energy $E=V/2$.

## What is sharp about the value 4

The same energy, midway between the two on-site energies, shows that the bound on the half-traces is the best possible. At $E=V/2$,

$$x_0=1,\qquad x_1=\frac V4,\qquad x_2=-\frac V4,$$

and all three lie in $[-1,1]$ whenever $|V|\le4$. Together with the exclusion for $|V|>4$, this gives an equivalence.

```lean
/-- Three consecutive half-traces, counted from index 0, lie in `[-1, 1]` at some energy
and some index if and only if `|V| ≤ 4`. -/
theorem exists_three_bounded_iff (V : ℝ) :
    (∃ (E : ℝ) (n : ℕ), |halfTrace E V n| ≤ 1 ∧ |halfTrace E V (n + 1)| ≤ 1 ∧
      |halfTrace E V (n + 2)| ≤ 1) ↔ |V| ≤ 4 := by
  constructor
  · rintro ⟨E, n, h⟩
    by_contra hV
    exact no_three_bounded_halfTraces (not_le.1 hV) E n h
  · intro hV
    obtain ⟨hl, hr⟩ := abs_le.1 hV
    -- midway between the two on-site energies the half-traces are 1, V/4, -V/4
    refine ⟨V / 2, 0, ?_, ?_, ?_⟩
    · show |(1 : ℝ)| ≤ 1
      simp
    · show |V / 2 / 2| ≤ 1
      exact abs_le.2 ⟨by linarith, by linarith⟩
    · show |(V / 2 - V) / 2| ≤ 1
      exact abs_le.2 ⟨by linarith, by linarith⟩

end

end FibonacciApproximants
```

The first direction of the proof restates the exclusion; the second supplies $E=V/2$ and $n=0$ and checks the three inequalities.

This equivalence is easily misread as saying that three genuine approximants share a band energy whenever $|V|\le4$. The triple that it exhibits includes index 0, which stands for the auxiliary shear. For the first three actual cells, $n=1,2,3$, the condition is stricter, as a short calculation outside the Lean file shows. Since $x_3=2x_1x_2-1$, the requirement $x_3\ge-1$ means that $x_1$ and $x_2$ do not have opposite signs. Two such numbers in $[-1,1]$ differ by at most 1, while $x_1-x_2=V/2$, so $|V|\le2$. Conversely, for $|V|\le2$ the energy $E=V$ gives $x_1=V/2$, $x_2=0$ and $x_3=-1$, and all three cells share it.

```lean
#print axioms FibonacciApproximants.no_common_band_energy
#print axioms FibonacciApproximants.exists_three_bounded_iff
```

```
'FibonacciApproximants.no_common_band_energy' depends on axioms: [propext, Classical.choice, Quot.sound]
'FibonacciApproximants.exists_three_bounded_iff' depends on axioms: [propext, Classical.choice, Quot.sound]
```
